# For |v| < 1, a two-sided boost removes the electric potential from graphene in crossed fields

Add an in-plane electric field to graphene in a magnetic field, and squaring the Dirac equation no longer decouples the two spinor components. Let $X$ be the position along the electric field, $A$ its momentum with $[X,A]=i$, $k$ the conserved transverse momentum, $b$ the magnetic field strength, $-v$ the drift velocity along the transverse direction and $e$ the energy, with $\hbar$, the Fermi velocity and the elementary charge set to 1. The equation is

$$\pi\psi=(e-vbX)\psi,\qquad \pi=\sigma_1A+\sigma_2(k+bX).$$

Applying $\pi$ again gives $\pi^2\psi=(e-vbX)^2\psi+ivb\,\sigma_1\psi$, and the last term mixes the components. A boost removes the potential first. This leads to Landau levels compressed by the electric field, in a model of non-interacting, massless electrons in one valley.

## Operators as 2×2 matrices

```lean
import Mathlib

open Matrix

namespace CrossedFieldGraphene

noncomputable section

variable {R : Type*} [Ring R] [Algebra ℂ R]
```

`R` is any complex algebra, and its elements play the role of orbital operators. They need not commute.

```lean
/-- The spinor operator `σ₁ A + σ₂ B + C`, with orbital operators `A`, `B`, `C`. -/
def dirac (A B C : R) : Matrix (Fin 2) (Fin 2) R :=
  !![C, A - Complex.I • B; A + Complex.I • B, C]
```

`dirac A B C` means $\sigma_1A+\sigma_2B+C$. The sign `•` multiplies an operator by a number.

```lean
/-- The boost `S = cosh (t/2) + σ₂ sinh (t/2)` of rapidity `t`. -/
def boost (t : ℝ) : Matrix (Fin 2) (Fin 2) R :=
  dirac 0 ((Real.sinh (t / 2) : ℂ) • 1) ((Real.cosh (t / 2) : ℂ) • 1)
```

This is $S=\cosh(t/2)+\sigma_2\sinh(t/2)$, where `1` is the identity operator. For real $t\neq0$ it is Hermitian but not unitary.

```lean
/-- The operator `H - e` of graphene in crossed fields:
`σ₁ A + σ₂ (k + b X) + v b X - e`. -/
def crossed (A X : R) (k b v e : ℝ) : Matrix (Fin 2) (Fin 2) R :=
  dirac A ((k : ℂ) • 1 + (b : ℂ) • X) (((v : ℂ) * b) • X - (e : ℂ) • 1)
```

This is $H-e$, with the potential $vbX$ on the diagonal.

```lean
/-- The boosted transverse momentum `cosh t (k + v e + (1 - v²) b X)`. -/
def boostedMomentum (X : R) (k b v e t : ℝ) : R :=
  (Real.cosh t : ℂ) • (((k : ℂ) + v * e) • 1 + ((1 - (v : ℂ) ^ 2) * b) • X)
```

The new transverse momentum is $B=\cosh t\,(k+ve+(1-v^2)bX)$. It contains the energy $e$.

```lean
/-- The operator `σ₁ A + σ₂ cosh t (k + v e + (1 - v²) b X) - cosh t (e + v k)`. -/
def magnetic (A X : R) (k b v e t : ℝ) : Matrix (Fin 2) (Fin 2) R :=
  dirac A (boostedMomentum X k b v e t) ((-((Real.cosh t : ℂ) * (e + v * k))) • 1)
```

The target operator is $\sigma_1A+\sigma_2B-\cosh t\,(e+vk)$. Its diagonal is a pure number.

```lean
/-- `dirac A B C` written out with the Pauli matrices `σ₁` and `σ₂`. -/
theorem dirac_eq_pauli (A B C : R) :
    dirac A B C = !![0, 1; 1, 0] * !![A, 0; 0, A]
      + !![0, -(Complex.I • 1); Complex.I • 1, 0] * !![B, 0; 0, B] + !![C, 0; 0, C] := by
  ext i j
  fin_cases i <;> fin_cases j <;> simp [dirac, sub_eq_add_neg]
```

This theorem confirms that `dirac` agrees with the explicit Pauli matrices. The proof compares the four entries.

## The boost identity

```lean
private theorem matrix_eq {T : Type*} {a b c d a' b' c' d' : T} (h₁ : a = a') (h₂ : b = b')
    (h₃ : c = c') (h₄ : d = d') : !![a, b; c, d] = !![a', b'; c', d'] := by
  rw [h₁, h₂, h₃, h₄]
```

Two matrices are equal if their four entries are.

```lean
/-- Multiplying `σ₁ A + σ₂ B + C` on both sides by `c + σ₂ s` rescales `A` and mixes
`B` with `C`. -/
theorem sandwich (c s : ℂ) (A B C : R) :
    dirac 0 (s • 1) (c • 1) * dirac A B C * dirac 0 (s • 1) (c • 1) =
      dirac ((c ^ 2 - s ^ 2) • A) ((c ^ 2 + s ^ 2) • B + (2 * s * c) • C)
        ((c ^ 2 + s ^ 2) • C + (2 * s * c) • B) := by
  unfold dirac
  rw [Matrix.mul_fin_two, Matrix.mul_fin_two]
  -- each entry is linear in A, B, C; only i² = -1 is needed
  apply matrix_eq <;>
    simp only [zero_sub, zero_add, neg_mul, mul_neg, mul_add, mul_sub,
      smul_mul_assoc, mul_smul_comm, one_mul, mul_one]
  · linear_combination (norm := module)
      (-(s ^ 2) * Complex.I_sq) • C + (-(2 * s * c) * Complex.I_sq) • B
  · linear_combination (norm := module)
      (s ^ 2 * Complex.I_sq) • A + (Complex.I * s ^ 2 * Complex.I_sq) • B
  · linear_combination (norm := module)
      (s ^ 2 * Complex.I_sq) • A + (-(Complex.I * s ^ 2) * Complex.I_sq) • B
  · linear_combination (norm := module)
      (-(s ^ 2) * Complex.I_sq) • C + (-(2 * s * c) * Complex.I_sq) • B
```

Write $c+\sigma_2s$ for the outer factors. Since $\sigma_2$ anticommutes with $\sigma_1$ and squares to 1,

$$(c+\sigma_2s)\,\sigma_1A\,(c+\sigma_2s)=\sigma_1A\,(c-\sigma_2s)(c+\sigma_2s)=(c^2-s^2)\,\sigma_1A.$$

The other terms commute with $\sigma_2$, so they are multiplied by $(c+\sigma_2s)^2=c^2+s^2+2sc\,\sigma_2$, which mixes $B$ and $C$. Lean checks this entry by entry: `linear_combination` supplies the multiples of $i^2=-1$, and `module` collects the coefficients.

```lean
/-- If `|v| < 1`, there is a real rapidity `t` with `tanh t = -v`. -/
theorem exists_rapidity {v : ℝ} (hv : |v| < 1) : ∃ t, Real.tanh t = -v := by
  have h : 0 < 1 - v ^ 2 := by
    have := (sq_lt_one_iff_abs_lt_one v).2 hv
    linarith
  have hr : 0 < √(1 - v ^ 2) := Real.sqrt_pos.2 h
  have hr2 : √(1 - v ^ 2) ^ 2 = 1 - v ^ 2 := Real.sq_sqrt h.le
  refine ⟨Real.arsinh (-v / √(1 - v ^ 2)), ?_⟩
  have h1 : 1 + (-v / √(1 - v ^ 2)) ^ 2 = (1 / √(1 - v ^ 2)) ^ 2 := by
    rw [div_pow, div_pow, hr2]
    field_simp
    ring
  rw [Real.tanh_eq_sinh_div_cosh, Real.sinh_arsinh, Real.cosh_arsinh, h1,
    Real.sqrt_sq (by positivity)]
  field_simp
```

For $|v|<1$, choose $\sinh t=-v/\sqrt{1-v^2}$. Then $\cosh t=1/\sqrt{1-v^2}$, and the ratio is $-v$. Physically, the electric field must be weak enough for the drift to stay below the Fermi velocity.

```lean
/-- A rapidity with `tanh t = -v` has `v² < 1` and `cosh t √(1 - v²) = 1`. -/
theorem cosh_rapidity {v t : ℝ} (ht : Real.tanh t = -v) :
    0 < 1 - v ^ 2 ∧ Real.cosh t * √(1 - v ^ 2) = 1 := by
  have hc := Real.cosh_pos t
  rw [Real.tanh_eq_sinh_div_cosh, div_eq_iff hc.ne'] at ht
  have hq : Real.cosh t ^ 2 * (1 - v ^ 2) = 1 := by
    have := Real.cosh_sq t
    rw [ht] at this
    linarith
  have hp : 0 < 1 - v ^ 2 := by
    by_contra h
    nlinarith [mul_nonneg (sq_nonneg (Real.cosh t)) (neg_nonneg.2 (not_lt.1 h))]
  refine ⟨hp, (pow_eq_one_iff_of_nonneg (by positivity) two_ne_zero).1 ?_⟩
  rw [mul_pow, Real.sq_sqrt hp.le, hq]
```

Conversely, $\sinh t=-v\cosh t$ and $\cosh^2t-\sinh^2t=1$ give $\cosh^2t\,(1-v^2)=1$. Hence $1-v^2>0$ and $\cosh t\sqrt{1-v^2}=1$.

```lean
/-- The boost with `tanh t = -v` removes the electric potential:
`S (σ₁ A + σ₂ (k + b X) + v b X - e) S` equals
`σ₁ A + σ₂ cosh t (k + v e + (1 - v²) b X) - cosh t (e + v k)`. -/
theorem boost_removes_electric_potential (A X : R) (k b e : ℝ) {v t : ℝ}
    (ht : Real.tanh t = -v) :
    boost t * crossed A X k b v e * boost t = magnetic A X k b v e t := by
  rw [Real.tanh_eq_sinh_div_cosh, div_eq_iff (Real.cosh_pos t).ne'] at ht
  have e2 : 2 * (t / 2) = t := by ring
  -- half-angle identities
  have h1 : (Real.cosh (t / 2) : ℂ) ^ 2 - (Real.sinh (t / 2) : ℂ) ^ 2 = 1 := by
    have : Real.cosh (t / 2) ^ 2 - Real.sinh (t / 2) ^ 2 = 1 := by
      linarith [Real.cosh_sq (t / 2)]
    exact_mod_cast this
  have h2 : (Real.cosh (t / 2) : ℂ) ^ 2 + (Real.sinh (t / 2) : ℂ) ^ 2 = Real.cosh t := by
    have := Real.cosh_two_mul (t / 2)
    rw [e2] at this
    exact_mod_cast this.symm
  have h3 : 2 * (Real.sinh (t / 2) : ℂ) * Real.cosh (t / 2) = -v * Real.cosh t := by
    have := Real.sinh_two_mul (t / 2)
    rw [e2, ht] at this
    exact_mod_cast this.symm
  unfold boost crossed magnetic boostedMomentum
  rw [sandwich, h1, h2, h3]
  congr 1 <;> module
```

The hypothesis `ht` says $\tanh t=-v$. Put $c=\cosh(t/2)$ and $s=\sinh(t/2)$ in `sandwich`. The half-angle identities `h1`, `h2` and `h3` give

$$c^2-s^2=1,\qquad c^2+s^2=\cosh t,\qquad 2sc=\sinh t=-v\cosh t.$$

The coefficient of $\sigma_2$ becomes

$$\cosh t\,[k+bX-v(vbX-e)]=\cosh t\,[k+ve+(1-v^2)bX],$$

and the diagonal becomes

$$\cosh t\,[vbX-e-v(k+bX)]=-\cosh t\,(e+vk).$$

The potential has cancelled. No commutation relation between $A$ and $X$ was used.

## From operators to wave functions

```lean
variable {V : Type*} [AddCommGroup V] [Module ℂ V]

/-- Action of a spinor operator on a two-component wave function. -/
def act (M : Matrix (Fin 2) (Fin 2) (Module.End ℂ V)) (φ : V × V) : V × V :=
  (M 0 0 φ.1 + M 0 1 φ.2, M 1 0 φ.1 + M 1 1 φ.2)
```

`V` is a complex vector space, and `Module.End ℂ V` is the algebra of linear maps on it. A spinor is a pair of vectors, and `act` is matrix times column. There is no inner product here, so normalisability is not addressed.

```lean
private theorem act_mul (M N : Matrix (Fin 2) (Fin 2) (Module.End ℂ V)) (φ : V × V) :
    act (M * N) φ = act M (act N φ) := by
  apply Prod.ext <;> simp [act, Matrix.mul_apply, Fin.sum_univ_two] <;> abel
```

Acting with a product means acting twice.

```lean
/-- The boost of rapidity `-t` undoes the boost of rapidity `t`. -/
theorem boost_neg_mul_boost (t : ℝ) : boost (-t) * boost t = (1 : Matrix _ _ R) := by
  have h : (Real.cosh (t / 2) : ℂ) ^ 2 - (Real.sinh (t / 2) : ℂ) ^ 2 = 1 := by
    have : Real.cosh (t / 2) ^ 2 - Real.sinh (t / 2) ^ 2 = 1 := by
      linarith [Real.cosh_sq (t / 2)]
    exact_mod_cast this
  unfold boost dirac
  rw [neg_div, Real.sinh_neg, Real.cosh_neg, Complex.ofReal_neg, Matrix.mul_fin_two,
    Matrix.one_fin_two]
  generalize (Real.cosh (t / 2) : ℂ) = c at *
  generalize (Real.sinh (t / 2) : ℂ) = s at *
  apply matrix_eq <;>
    simp only [zero_sub, zero_add, mul_neg, mul_smul_comm, mul_one]
  · linear_combination (norm := module) (h + s ^ 2 * Complex.I_sq) • (1 : R)
  · module
  · module
  · linear_combination (norm := module) (h + s ^ 2 * Complex.I_sq) • (1 : R)
```

By hand, $(c-\sigma_2s)(c+\sigma_2s)=c^2-s^2=1$, so the opposite boost undoes $S$.

```lean
private theorem boost_cancel (t : ℝ) {φ : V × V} (h : act (boost t) φ = 0) : φ = 0 := by
  have h1 := act_mul (boost (-t)) (boost t) φ
  rw [boost_neg_mul_boost, h] at h1
  simp [act] at h1
  exact h1
```

Hence $S\varphi=0$ forces $\varphi=0$.

```lean
/-- Let `tanh t = -v` and let `S` be the boost of rapidity `t`. Then `S φ` solves the crossed-field
equation exactly when `φ` solves the boosted equation without electric potential. -/
theorem solution_iff (A X : Module.End ℂ V) (k b e : ℝ) {v t : ℝ}
    (ht : Real.tanh t = -v) (φ : V × V) :
    act (crossed A X k b v e) (act (boost t) φ) = 0 ↔ act (magnetic A X k b v e t) φ = 0 := by
  rw [← boost_removes_electric_potential A X k b e ht, act_mul, act_mul]
  exact ⟨fun h => by rw [h]; simp [act], boost_cancel t⟩
```

By the boost identity, $S(H-e)S\varphi$ is the magnetic operator applied to $\varphi$. Since $S$ sends only zero to zero, $S\varphi$ solves the crossed-field equation exactly when $\varphi$ solves the magnetic one. For $t\neq0$, passing from $H-e$ to $S(H-e)S$ is not a similarity transformation, so the equivalence concerns solutions at a given $e$, not equal spectra.

## Compressed Landau levels

```lean
private theorem ladder {a a' : Module.End ℂ V} {g : ℂ} {f : V}
    (h : ∀ y, a (a' y) = a' (a y) + g • y) (hf : a f = 0) (n : ℕ) :
    a ((a' ^ (n + 1)) f) = (((n : ℂ) + 1) * g) • (a' ^ n) f := by
  induction n with
  | zero => simp [h, hf]
  | succ n ih =>
    rw [pow_succ' a' (n + 1), Module.End.mul_apply, h, ih, map_smul, ← Module.End.mul_apply,
      ← pow_succ']
    push_cast
    module
```

If $aa'=a'a+g$ and $af=0$, then $a\,a'^{\,n+1}f=(n+1)g\,a'^{\,n}f$. In the induction step, moving $a$ past one more $a'$ adds one more $g$.

```lean
/-- Landau levels in crossed fields. Let `b > 0`, `tanh t = -v` and `[X, A] = i`, and for the given
`e` let a nonzero `f` satisfy `A f = i B f`, where `B` is the boosted momentum at that `e`. If `(e +
v k)² = 2 n b (1 - v²)^(3/2)`, the crossed-field equation at `e` has a nonzero solution. -/
theorem landau_levels (A X : Module.End ℂ V) {k b v e t : ℝ} (hb : 0 < b)
    (ht : Real.tanh t = -v) (hcomm : X * A - A * X = Complex.I • 1) {f : V} (hf0 : f ≠ 0)
    (hf : A f = Complex.I • boostedMomentum X k b v e t f) (n : ℕ)
    (he : (e + v * k) ^ 2 = 2 * n * b * √(1 - v ^ 2) ^ 3) :
    ∃ ψ : V × V, ψ ≠ 0 ∧ act (crossed A X k b v e) ψ = 0 := by
  obtain ⟨hp, hr⟩ := cosh_rapidity ht
  have hr2 := Real.sq_sqrt hp.le
  let B := boostedMomentum X k b v e t
  let a : Module.End ℂ V := A - Complex.I • B
  let a' : Module.End ℂ V := A + Complex.I • B
  let g : ℂ := 2 * (Real.cosh t * ((1 - (v : ℂ) ^ 2) * b))
  have hg : g ≠ 0 := by
    have : 2 * (Real.cosh t * ((1 - v ^ 2) * b)) ≠ 0 := by
      have := Real.cosh_pos t
      positivity
    change 2 * ((Real.cosh t : ℂ) * ((1 - (v : ℂ) ^ 2) * (b : ℂ))) ≠ 0
    exact_mod_cast this
  -- the ladder operators obey [a, a'] = g
  have hl : ∀ y, a (a' y) = a' (a y) + g • y := by
    intro y
    have hc : X (A y) - A (X y) = Complex.I • y := by
      simpa using LinearMap.congr_fun hcomm y
    simp only [a, a', B, g, boostedMomentum, LinearMap.sub_apply, LinearMap.add_apply,
      LinearMap.smul_apply, Module.End.one_apply, map_add, map_sub, map_smul]
    linear_combination (norm := module)
      (-(2 * Complex.I * (Real.cosh t * ((1 - (v : ℂ) ^ 2) * b)))) • hc
      - ((2 * (Real.cosh t * ((1 - (v : ℂ) ^ 2) * b))) * Complex.I_sq) • y
  have haf : a f = 0 := by simp [a, B, hf]
  have hne : ∀ m : ℕ, (a' ^ m) f ≠ 0 := by
    intro m
    induction m with
    | zero => simpa using hf0
    | succ m ih =>
      intro h
      have h1 := ladder hl haf m
      rw [h, map_zero] at h1
      exact (smul_ne_zero (mul_ne_zero (Nat.cast_add_one_ne_zero m) hg) ih) h1.symm
  let E : ℂ := Real.cosh t * (e + v * k)
  have hE : E ^ 2 = n * g := by
    have : (Real.cosh t * (e + v * k)) ^ 2
        = n * (2 * (Real.cosh t * ((1 - v ^ 2) * b))) := by
      linear_combination Real.cosh t ^ 2 * he
        + 2 * n * b * Real.cosh t * √(1 - v ^ 2) ^ 2 * hr + 2 * n * b * Real.cosh t * hr2
    change ((Real.cosh t : ℂ) * ((e : ℂ) + (v : ℂ) * (k : ℂ))) ^ 2
      = (n : ℂ) * (2 * ((Real.cosh t : ℂ) * ((1 - (v : ℂ) ^ 2) * (b : ℂ))))
    exact_mod_cast this
  -- it suffices to solve the magnetic problem
  suffices h : ∃ u : V, a ((a' ^ n) f) = E • u ∧ a' u = E • (a' ^ n) f by
    obtain ⟨u, h1, h2⟩ := h
    refine ⟨act (boost t) (u, (a' ^ n) f), fun h => hne n ?_, ?_⟩
    · exact congrArg Prod.snd (boost_cancel t h)
    · rw [solution_iff A X k b e ht]
      have e1 : act (magnetic A X k b v e t) (u, (a' ^ n) f)
          = ((-E) • u + a ((a' ^ n) f), a' u + (-E) • (a' ^ n) f) := rfl
      rw [e1, h1, h2]
      apply Prod.ext <;> simp
  cases n with
  | zero =>
    have hE0 : E = 0 := by simpa using hE
    exact ⟨0, by simp [haf], by simp [hE0]⟩
  | succ m =>
    refine ⟨E • (a' ^ m) f, ?_, ?_⟩
    · rw [ladder hl haf m, smul_smul, ← pow_two, hE]
      push_cast
      rfl
    · rw [map_smul, pow_succ', Module.End.mul_apply]
```

The assumptions are $b>0$, $[X,A]=i$, and a nonzero $f$ with $Af=iBf$. Define $a=A-iB$ and $a'=A+iB$. Then $af=0$ and

$$[a,a']=2i[A,B]=g,\qquad g=2b(1-v^2)\cosh t=2b\sqrt{1-v^2}.$$

No $a'^{\,m}f$ vanishes: if $a'^{\,m+1}f=0$, applying $a$ would give $(m+1)g\,a'^{\,m}f=0$.

With $E=\cosh t\,(e+vk)$, the magnetic equation for $(u,w)$ reads $aw=Eu$ and $a'u=Ew$. The energy condition is equivalent to $E^2=ng$. For $n\ge1$, take $w=a'^{\,n}f$ and $u=E\,a'^{\,n-1}f$; then $aw=ng\,a'^{\,n-1}f=Eu$ and $a'u=Ew$. For $n=0$, $E=0$ and $(0,f)$ works. Boosting the pair gives a nonzero solution at

$$e=-vk\pm\sqrt{2nb}\,(1-v^2)^{3/4}.$$

The theorem shows that these energies have solutions. It does not exclude others, and on all smooth functions of position the equation has nonzero solutions at every energy. Normalisability is what selects the levels. For $A=-i\,d/dX$, the vector $f$ is the Gaussian $\exp(-\cosh t\,[(k+ve)X+(1-v^2)bX^2/2])$, so the solutions built here are normalisable.

The code leaves the vectors unnormalised. In a Hilbert space with self-adjoint $A$ and $X$, let $|m\rangle$ be the normalised $a'^{\,m}f$. The magnetic spinor is then $(\operatorname{sgn}(E)\,|n-1\rangle,|n\rangle)/\sqrt2$ for $n\ge1$ and $(0,|0\rangle)$ for $n=0$. Its boosted image has norm $\sqrt{\cosh t}$, by which one divides.

## A polynomial model of the assumptions

```lean
/-- The operator `x + i c` on polynomials in `x`. -/
def polyA (c : ℂ) : Module.End ℂ (Polynomial ℂ) :=
  LinearMap.mulLeft ℂ Polynomial.X + (Complex.I * c) • 1
```

This operator multiplies a polynomial by $x+ic$.

```lean
/-- The operator `-i w x + i d/dx` on polynomials in `x`. -/
def polyX (w : ℂ) : Module.End ℂ (Polynomial ℂ) :=
  (-(Complex.I * w)) • LinearMap.mulLeft ℂ Polynomial.X + Complex.I • Polynomial.derivative
```

This one is $-iwx+i\,d/dx$. Here $x$ is an auxiliary variable, not the electron's position.

```lean
/-- On polynomials, `polyA` and `polyX` satisfy `[X, A] = i`, and the constant `1` is
annihilated by the lowering operator. -/
theorem landau_levels_witness {k b v e t : ℝ} (hb : 0 < b) (ht : Real.tanh t = -v) :
    let A := polyA (Real.cosh t * (k + v * e))
    let X := polyX (Real.cosh t * ((1 - (v : ℂ) ^ 2) * b))⁻¹
    X * A - A * X = Complex.I • 1 ∧
      A 1 = Complex.I • boostedMomentum X k b v e t 1 := by
  intro A X
  constructor
  · refine LinearMap.ext fun p => ?_
    simp only [A, X, polyA, polyX, LinearMap.sub_apply, LinearMap.add_apply,
      LinearMap.smul_apply, Module.End.mul_apply, Module.End.one_apply,
      LinearMap.mulLeft_apply, Polynomial.derivative_mul,
      Polynomial.derivative_X, one_mul, mul_add, mul_smul_comm]
    module
  · have hg : (Real.cosh t : ℂ) * ((1 - (v : ℂ) ^ 2) * b) ≠ 0 := by
      have : Real.cosh t * ((1 - v ^ 2) * b) ≠ 0 := by
        have h1 := (cosh_rapidity ht).1
        have h2 := Real.cosh_pos t
        positivity
      exact_mod_cast this
    have key : ∀ w : ℂ, (Real.cosh t : ℂ) * ((1 - (v : ℂ) ^ 2) * b) * w = 1 →
        polyA (Real.cosh t * (k + v * e)) 1
          = Complex.I • boostedMomentum (polyX w) k b v e t 1 := by
      intro w hw
      simp only [polyA, polyX, boostedMomentum, LinearMap.add_apply, LinearMap.smul_apply,
        Module.End.one_apply, LinearMap.mulLeft_apply, mul_one, Polynomial.derivative_one,
        smul_zero, add_zero]
      linear_combination (norm := module)
        ((Real.cosh t : ℂ) * ((1 - (v : ℂ) ^ 2) * b) * w * Complex.I_sq - hw) •
          (Polynomial.X : Polynomial ℂ)
    exact key _ (mul_inv_cancel₀ hg)

end

end CrossedFieldGraphene
```

The commutator is $i[d/dx,x]=i$. Put $c=\cosh t\,(k+ve)$ and $w=1/(\cosh t\,(1-v^2)b)$. Then $B\,1=c-ix$, so $iB\,1=x+ic=A\,1$. The constant polynomial 1 therefore serves as $f$ for every $b>0$, $|v|<1$ and real $k,e$.

## The boost in a numerical calculation

For given $k$, $n$ and sign, compute $e$ first, because $B$ depends on it. Then build the oscillator states, form the magnetic spinor and apply $S$.

In a program with $A$ and $X$ as $N\times N$ matrices and the spinor index outermost, the boost is $S\otimes 1_N$. The boost identity then holds up to rounding for any such matrices. If $v\neq0$ and $X$ is not a multiple of the identity, it exposes a wrong sign of $t$ in $S$. It does not test the commutator of $X$ and $A$, or a wrong sign of $A$ shared by both sides. The level formula is no longer guaranteed by the theorem, since finite matrices cannot satisfy $[X,A]=i$: the trace of a commutator is zero.

```lean
#print axioms CrossedFieldGraphene.dirac_eq_pauli
-- 'CrossedFieldGraphene.dirac_eq_pauli' depends on axioms: [propext, Classical.choice, Quot.sound]
#print axioms CrossedFieldGraphene.exists_rapidity
-- 'CrossedFieldGraphene.exists_rapidity' depends on axioms: [propext, Classical.choice, Quot.sound]
#print axioms CrossedFieldGraphene.boost_removes_electric_potential
-- 'CrossedFieldGraphene.boost_removes_electric_potential' depends on axioms: [propext, Classical.choice, Quot.sound]
#print axioms CrossedFieldGraphene.landau_levels
-- 'CrossedFieldGraphene.landau_levels' depends on axioms: [propext, Classical.choice, Quot.sound]
```
